# Coupled matrices with block rows (A, B) and (−B, −A) have the Casida determinant at the squared frequency

Suppose that a coupled Sternheimer calculation and a Casida calculation on the same finite model give different excitation frequencies. The formulations themselves might disagree, or one of the calculations might contain an error. The determinant identity below rules out the first explanation when both problems are built from the same frequency-independent matrices $A$ and $B$ in the block form given below.

Let $d$ be the number of transitions kept in the model. In Lean the transitions are labelled by a finite type `n`, and $A$ and $B$ are arbitrary complex $d\times d$ matrices.

```lean
import Mathlib

open Matrix

namespace SternheimerCasida

variable {n : Type*} [Fintype n] [DecidableEq n]
```

## Two amplitudes and their coupling

In linear response, an oscillating perturbation produces amplitudes $x$ at frequency $+w$ and $y$ at $-w$. With the drive switched off they satisfy

$$Ax+By=wx,\qquad -Bx-Ay=wy .$$

In the usual adiabatic setting with real orbitals, $A$ holds the orbital-energy differences and the coupling within each amplitude, and $B$ the coupling between the two. These equations are the eigenvalue problem of

$$M=\begin{pmatrix}A&B\\-B&-A\end{pmatrix}.$$

The type `n ⊕ n` labels the entries of the pair $(x,y)$. The matrix is taken as given; its derivation from the Kohn–Sham equations is not part of the file.

```lean
/-- The coupled Sternheimer matrix with block rows `(A, B)` and `(-B, -A)`, acting on the
pair of response amplitudes at frequencies `+w` and `-w`. -/
def sternheimerMatrix (A B : Matrix n n ℂ) : Matrix (n ⊕ n) (n ⊕ n) ℂ :=
  fromBlocks A B (-B) (-A)
```

The Casida problem is taken here in its reduced form, with a matrix of half the dimension whose eigenvalues are to be compared with $w^2$. The name is also used for the eigenvalue problem of $M$ itself.

```lean
/-- The Casida matrix `(A - B)(A + B)`, of half the dimension. -/
def casidaMatrix (A B : Matrix n n ℂ) : Matrix n n ℂ := (A - B) * (A + B)
```

The link between them is a change of variables. Adding the two equations, and subtracting the second from the first, gives

$$(A-B)(x-y)=w(x+y),\qquad (A+B)(x+y)=w(x-y).$$

Half the sum and half the difference of these recover the original pair. The proof forms exactly these combinations with `linear_combination`. In Lean, `*ᵥ` is a matrix acting on a vector and `•` is multiplication by a scalar.

```lean
omit [DecidableEq n] in
/-- The undriven coupled equations for the amplitudes `x` and `y` are equivalent to a pair of
equations that exchange their sum and their difference. -/
theorem coupled_iff_sum_difference (A B : Matrix n n ℂ) (w : ℂ) (x y : n → ℂ) :
    (A *ᵥ x + B *ᵥ y = w • x ∧ -(B *ᵥ x) - A *ᵥ y = w • y) ↔
      ((A - B) *ᵥ (x - y) = w • (x + y) ∧ (A + B) *ᵥ (x + y) = w • (x - y)) := by
  simp only [Matrix.sub_mulVec, Matrix.add_mulVec, Matrix.mulVec_add, Matrix.mulVec_sub]
  constructor
  · rintro ⟨h1, h2⟩
    constructor
    · linear_combination (norm := module) h1 + h2
    · linear_combination (norm := module) h1 - h2
  · rintro ⟨h1, h2⟩
    constructor
    · linear_combination (norm := module) (1 / 2 : ℂ) • h1 + (1 / 2 : ℂ) • h2
    · linear_combination (norm := module) (1 / 2 : ℂ) • h1 - (1 / 2 : ℂ) • h2
```

## Eliminating one amplitude

Write $C=A-B$ and $D=A+B$. The new equations have the matrix

$$K=\begin{pmatrix}wI&-C\\-D&wI\end{pmatrix},$$

and the claim is that $\det K=\det(w^2I-CD)$. For $w\neq0$, multiply by a triangular factor:

$$K\begin{pmatrix}wI&0\\D&I\end{pmatrix}=\begin{pmatrix}w^2I-CD&-C\\0&wI\end{pmatrix}.$$

Taking determinants gives $w^d\det K=w^d\det(w^2I-CD)$, and $w^d$ cancels.

At $w=0$ that cancellation is unavailable, so a block rotation is used instead:

$$\begin{pmatrix}0&-C\\-D&0\end{pmatrix}\begin{pmatrix}0&I\\-I&0\end{pmatrix}=\begin{pmatrix}C&0\\0&-D\end{pmatrix}.$$

The rotation is a product of three shears, each of determinant one. Hence $\det K=\det C\,\det(-D)=\det(-CD)$, as required. The two branches of the proof follow these two cases.

```lean
/-- The block matrix with rows `(w I, -C)` and `(-D, w I)` has the same determinant as `w ^ 2 I - C
D`. -/
theorem det_offdiagonal_coupling (C D : Matrix n n ℂ) (w : ℂ) :
    (fromBlocks (w • 1) (-C) (-D) (w • 1)).det = (w ^ 2 • 1 - C * D).det := by
  by_cases hw : w = 0
  · subst hw
    -- at zero frequency a block rotation of determinant one makes the matrix block diagonal
    have hJ : (fromBlocks 0 1 (-1) 0 : Matrix (n ⊕ n) (n ⊕ n) ℂ).det = 1 := by
      have h : (fromBlocks 0 1 (-1) 0 : Matrix (n ⊕ n) (n ⊕ n) ℂ) =
          fromBlocks 1 1 0 1 * fromBlocks 1 0 (-1) 1 * fromBlocks 1 1 0 1 := by
        simp [fromBlocks_multiply]
      rw [h, det_mul, det_mul, det_fromBlocks_zero₂₁, det_fromBlocks_zero₁₂]
      simp
    have h : fromBlocks ((0 : ℂ) • 1) (-C) (-D) ((0 : ℂ) • 1) * fromBlocks 0 1 (-1) 0 =
        fromBlocks C 0 0 (-D) := by
      simp [fromBlocks_multiply]
    have hd := congrArg Matrix.det h
    rw [det_mul, hJ, mul_one, det_fromBlocks_zero₂₁, ← det_mul] at hd
    rw [hd]
    congr 1
    simp
  · -- at nonzero frequency the second amplitude is eliminated by a triangular factor
    have h : fromBlocks (w • 1) (-C) (-D) (w • 1) * fromBlocks (w • 1) 0 D 1 =
        fromBlocks (w ^ 2 • 1 - C * D) (-C) 0 (w • 1) := by
      rw [fromBlocks_multiply]
      refine fromBlocks_inj.mpr ⟨?_, ?_, ?_, ?_⟩ <;>
        simp only [Matrix.smul_mul, Matrix.mul_smul, one_mul, mul_one, neg_mul, mul_zero] <;>
        module
    have hd := congrArg Matrix.det h
    rw [det_mul, det_fromBlocks_zero₁₂, det_fromBlocks_zero₂₁, det_one, mul_one] at hd
    have hne : (w • (1 : Matrix n n ℂ)).det ≠ 0 := by
      rw [det_smul, det_one, mul_one]
      exact pow_ne_zero _ hw
    exact mul_right_cancel₀ hne hd
```

## The determinant identity

The sum and difference of the amplitudes are produced by

$$P=\begin{pmatrix}I&I\\I&-I\end{pmatrix},\qquad \det P=(-2)^d\neq0 .$$

Block multiplication gives $P(wI-M)=KP$. Taking determinants and cancelling $\det P$ yields

$$\det(wI-M)=\det K=\det\bigl(w^2I-(A-B)(A+B)\bigr).$$

In the proof, `hN` writes out the blocks of $wI-M$, `hP` shows that $\det P$ is nonzero, and `h` is the relation $P(wI-M)=KP$. The theorem holds for every complex $w$, with no symmetry or invertibility assumed of $A$ or $B$.

```lean
/-- At every complex frequency `w`, the determinant of the coupled Sternheimer problem equals
the determinant of the Casida problem at `w ^ 2`. -/
theorem det_sternheimer_eq_det_casida (A B : Matrix n n ℂ) (w : ℂ) :
    (w • 1 - sternheimerMatrix A B).det = (w ^ 2 • 1 - casidaMatrix A B).det := by
  have hN : w • 1 - sternheimerMatrix A B =
      fromBlocks (w • 1 - A) (-B) B (w • 1 + A) := by
    ext i j
    rcases i with i | i <;> rcases j with j | j <;>
      simp [sternheimerMatrix, Matrix.one_apply]
  -- pass to the sum and the difference of the two amplitudes
  have hP : (fromBlocks 1 1 1 (-1) : Matrix (n ⊕ n) (n ⊕ n) ℂ).det ≠ 0 := by
    have h2 : (-1 - 1 * 1 : Matrix n n ℂ) = (-2 : ℂ) • 1 := by
      rw [mul_one]
      module
    rw [det_fromBlocks_one₁₁, h2, det_smul, det_one, mul_one]
    exact pow_ne_zero _ (by norm_num)
  have h : fromBlocks 1 1 1 (-1) * fromBlocks (w • 1 - A) (-B) B (w • 1 + A) =
      fromBlocks (w • 1) (-(A - B)) (-(A + B)) (w • 1) * fromBlocks 1 1 1 (-1) := by
    rw [fromBlocks_multiply, fromBlocks_multiply]
    refine fromBlocks_inj.mpr ⟨?_, ?_, ?_, ?_⟩ <;>
      simp only [one_mul, mul_one, neg_mul, mul_neg] <;> module
  have hd := congrArg Matrix.det h
  rw [det_mul, det_mul, mul_comm] at hd
  rw [hN, mul_right_cancel₀ hP hd, det_offdiagonal_coupling, casidaMatrix]
```

The repeated blocks do matter. For complex orbitals the lower row is generally $(-B^*,-A^*)$, where the star denotes complex conjugation. With one transition, $A=2$ and $B=i$, the determinant of $wI$ minus that matrix is $w^2-3$, whereas the Casida expression $w^2-(A-B)(A+B)$ gives $w^2-5$.

## Multiplicities and resonances

The characteristic polynomial of a matrix $N$ is $p_N(c)=\det(cI-N)$.

```lean
/-- The determinant of `c I - N` is the characteristic polynomial of `N` evaluated at `c`. -/
theorem det_eq_eval_charpoly {m : Type*} [Fintype m] [DecidableEq m]
    (N : Matrix m m ℂ) (c : ℂ) : (c • 1 - N).det = N.charpoly.eval c := by
  rw [Matrix.eval_charpoly, Matrix.scalar_apply, ← Matrix.smul_one_eq_diagonal]
```

The determinant identity therefore says that $p_M(w)=p_{(A-B)(A+B)}(w^2)$ for every complex $w$. Polynomials that agree at every complex number are equal, which is the role of `Polynomial.funext`. Algebraic multiplicities are thus included: a nonzero Casida eigenvalue of multiplicity $m$ gives two opposite frequencies of multiplicity $m$ each, and a zero eigenvalue of multiplicity $m$ gives zero frequency with multiplicity $2m$.

```lean
/-- The characteristic polynomial of the coupled Sternheimer matrix is that of the Casida
matrix with the variable replaced by its square. -/
theorem charpoly_sternheimer (A B : Matrix n n ℂ) :
    (sternheimerMatrix A B).charpoly =
      (casidaMatrix A B).charpoly.comp (Polynomial.X ^ 2) := by
  apply Polynomial.funext
  intro w
  rw [← det_eq_eval_charpoly, det_sternheimer_eq_det_casida, det_eq_eval_charpoly]
  simp [Polynomial.eval_comp]
```

A resonance is a frequency at which the undriven equations have a nonzero solution. For any square matrix, such a solution exists exactly when the corresponding determinant vanishes.

```lean
/-- A number `c` is an eigenvalue of `N` exactly when the determinant of `c I - N` vanishes. -/
theorem eigenvalue_iff_det {m : Type*} [Fintype m] [DecidableEq m]
    (N : Matrix m m ℂ) (c : ℂ) :
    (∃ v : m → ℂ, v ≠ 0 ∧ N *ᵥ v = c • v) ↔ (c • 1 - N).det = 0 := by
  rw [← Matrix.exists_mulVec_eq_zero_iff]
  refine exists_congr fun v => and_congr_right fun _ => ?_
  rw [Matrix.sub_mulVec, Matrix.smul_mulVec, Matrix.one_mulVec, sub_eq_zero, eq_comm]
```

Applying this to both matrices shows that $w$ is a resonance exactly when $w^2$ is a Casida eigenvalue. For time-dependent density functional calculations in a finite transition space with these blocks, the two formulations thus give the same excitation frequencies. The frequencies need not be real, and the theorem does not address oscillator strengths or a frequency-dependent kernel.

```lean
/-- The coupled Sternheimer equations have a nonzero undriven solution at frequency `w`
exactly when `w ^ 2` is an eigenvalue of the Casida matrix. -/
theorem resonance_iff_casida (A B : Matrix n n ℂ) (w : ℂ) :
    (∃ z : n ⊕ n → ℂ, z ≠ 0 ∧ sternheimerMatrix A B *ᵥ z = w • z) ↔
      ∃ f : n → ℂ, f ≠ 0 ∧ casidaMatrix A B *ᵥ f = w ^ 2 • f := by
  rw [eigenvalue_iff_det, eigenvalue_iff_det, det_sternheimer_eq_det_casida]
```

## The symmetrised Casida matrix

Suppose that $S^2=A-B$. Then $(A-B)(A+B)=S\,[S(A+B)]$, and moving the first factor $S$ to the end gives $S(A+B)S$. Exchanging the factors of a product of square matrices preserves its characteristic polynomial, so

$$\det(wI-M)=\det\bigl(w^2I-S(A+B)S\bigr).$$

When $A$ and $B$ are real symmetric and $A-B$ is positive definite, $S$ can be chosen real symmetric, which makes $S(A+B)S$ real symmetric too. The theorem itself assumes only the square-root relation `hS`, and `Matrix.charpoly_mul_comm` performs the exchange.

```lean
/-- If `S` is a square root of `A - B`, the Sternheimer determinant at `w` is also the
determinant of `w ^ 2 I - S (A + B) S`. -/
theorem det_sternheimer_symmetrised (A B S : Matrix n n ℂ) (hS : S * S = A - B) (w : ℂ) :
    (w • 1 - sternheimerMatrix A B).det = (w ^ 2 • 1 - S * (A + B) * S).det := by
  -- cyclic exchange of one factor `S` leaves the characteristic polynomial unchanged
  rw [det_sternheimer_eq_det_casida, casidaMatrix, ← hS, mul_assoc S S (A + B),
    det_eq_eval_charpoly, det_eq_eval_charpoly, Matrix.charpoly_mul_comm]
```

The relation can't be dropped in general: for one transition with $A=1$, $B=0$ and $S=2$, the left side is $w^2-1$ and the right side $w^2-4$.

An example with two coupled transitions satisfies it:

$$\begin{pmatrix}2&1\\1&2\end{pmatrix}^2=\begin{pmatrix}5&4\\4&5\end{pmatrix}=\begin{pmatrix}6&4\\4&6\end{pmatrix}-\begin{pmatrix}1&0\\0&1\end{pmatrix}.$$

The last theorem verifies this equality entry by entry.

```lean
/-- For two coupled transitions, the matrix with rows `(2, 1)` and `(1, 2)` is a square root
of `A - B` with `A` having rows `(6, 4)` and `(4, 6)` and `B` the identity. -/
theorem det_sternheimer_symmetrised_witness :
    (!![2, 1; 1, 2] * !![2, 1; 1, 2] : Matrix (Fin 2) (Fin 2) ℂ) =
      !![6, 4; 4, 6] - !![1, 0; 0, 1] := by
  ext i j
  fin_cases i <;> fin_cases j <;> norm_num [Matrix.mul_apply, Fin.sum_univ_succ]

end SternheimerCasida
```

```lean
#print axioms SternheimerCasida.coupled_iff_sum_difference
#print axioms SternheimerCasida.charpoly_sternheimer
#print axioms SternheimerCasida.resonance_iff_casida
#print axioms SternheimerCasida.det_sternheimer_symmetrised
```

```
'SternheimerCasida.coupled_iff_sum_difference' depends on axioms: [propext, Classical.choice, Quot.sound]
'SternheimerCasida.charpoly_sternheimer' depends on axioms: [propext, Classical.choice, Quot.sound]
'SternheimerCasida.resonance_iff_casida' depends on axioms: [propext, Classical.choice, Quot.sound]
'SternheimerCasida.det_sternheimer_symmetrised' depends on axioms: [propext, Classical.choice, Quot.sound]
```
